# VV10 energy of periodic images along a line: the leading term −ζ(6)C₆/L⁶ at large period

When an isolated molecule is computed in a periodic box at fixed density, its VV10 nonlocal correlation energy $E(L)$, which accounts for dispersion, can be extrapolated from two box lengths $L_1<L_2$, with all repeat lengths scaled in proportion:

$$E_\infty\approx\frac{L_2^6E(L_2)-L_1^6E(L_1)}{L_2^6-L_1^6}.$$

This removes an error proportional to $L^{-6}$, the leading VV10 interaction of the molecule with its periodic images. For a molecule repeated along one direction, with a density that does not change with $L$, the error is $-\zeta(6)C_6/L^6$ to leading order. The coefficient $C_6$ can be computed from the same grid data as the energy, so with repetition along one direction only, a single calculation can also be corrected by adding $\zeta(6)C_6/L^6$.

## Cells, kernel and images

The density is represented by finitely many cells, in practice the grid points with nonzero density. Cell $i$ has position $x_i\in\mathbb R^3$ and population $N_i$, the density times the volume element.

```lean
import Mathlib

open Filter Topology

namespace VV10PeriodicImages

noncomputable section

/-- Three-dimensional physical space. -/
abbrev Space := EuclideanSpace ℝ (Fin 3)
```

Each cell also carries two positive parameters. The local frequency $w_i$ sets how strongly the density there responds, and $k_i$ damps the interaction at short range. At distance $r$ they enter through

$$g=wr^2+k .$$

```lean
/-- The VV10 function `g = w r² + k` of a cell at distance `r`. -/
def vv10G (w k r : ℝ) : ℝ := w * r ^ 2 + k
```

In atomic units, the VV10 kernel for two cells is

$$\Phi=-\frac{3}{2gg'(g+g')} .$$

Since $k>0$, it stays finite at $r=0$.

```lean
/-- The VV10 kernel `-3 / (2 g g' (g + g'))` of two cells at distance `r`,
for positive `w, k, w', k'`. -/
def vv10Kernel (w k w' k' r : ℝ) : ℝ :=
  -3 / (2 * vv10G w k r * vv10G w' k' r * (vv10G w k r + vv10G w' k' r))
```

Let $u$ be a unit vector. The cells interact with a copy of themselves displaced by $tu$ through

$$W(t)=\sum_{i,j}N_iN_j\,\Phi_{ij}\big(|x_i-x_j+tu|\big).$$

The terms $i=j$ belong here: they couple a cell to its own image. In Lean the cells are indexed by a finite type `ι`.

```lean
variable {ι : Type*} [Fintype ι]

/-- VV10 interaction of the cells with a copy of themselves displaced by `t` along `u`,
for positive `w i` and `k i`. -/
def copyEnergy (N w k : ι → ℝ) (x : ι → Space) (u : Space) (t : ℝ) : ℝ :=
  ∑ i, ∑ j, N i * N j * vv10Kernel (w i) (k i) (w j) (k j) ‖x i - x j + t • u‖
```

At period $L$ the copies sit at $t=mL$ for nonzero integers $m$. Each pair of copies shares its interaction equally, so the image energy per period is

$$E_{\rm img}(L)=\tfrac12\sum_{m\ne0}W(mL).$$

```lean
/-- Half the VV10 interaction with all nonzero periodic images at period `L > 0` along `u`,
for positive `w i` and `k i`. -/
def imageEnergy (N w k : ι → ℝ) (x : ι → Space) (u : Space) (L : ℝ) : ℝ :=
  1 / 2 * ∑' m : {m : ℤ // m ≠ 0}, copyEnergy N w k x u (((m : ℤ) : ℝ) * L)
```

The dispersion coefficient between two copies of the molecule is

$$C_6=\sum_{i,j}\frac{3N_iN_j}{2w_iw_j(w_i+w_j)} .$$

```lean
/-- The VV10 dispersion coefficient `∑ 3 N_i N_j / (2 w_i w_j (w_i + w_j))`,
for positive `w i`. -/
def dispersionC6 (N w : ι → ℝ) : ℝ :=
  ∑ i, ∑ j, 3 * N i * N j / (2 * w i * w j * (w i + w j))
```

The parameters $N_i,w_i,k_i$ and the positions are held fixed as $L$ varies, so self-consistent changes of the density are left out. A box repeated in three directions needs a three-dimensional lattice sum in place of the one that follows.

## The lattice sum

The images on the two sides of the molecule contribute equally:

$$\sum_{m\neq0}\frac1{m^6}=2\sum_{n\ge1}\frac1{n^6}=2\zeta(6).$$

Mathlib's zeta function is complex-valued, so the real number $\zeta(6)$ appears as `(riemannZeta 6).re`. The proof splits the integers into $n$ and $-(n+1)$ with $n\ge0$, sums each half, and then restricts to $m\neq0$.

```lean
/-- The inverse sixth powers of all nonzero integers sum to `2 ζ(6)`. -/
theorem hasSum_images : HasSum (fun m : {m : ℤ // m ≠ 0} => 1 / ((m : ℤ) : ℝ) ^ 6)
    (2 * (riemannZeta 6).re) := by
  have hs : HasSum (fun n : ℕ => 1 / (n : ℝ) ^ 6) (riemannZeta 6).re := by
    have hsum : Summable (fun n : ℕ => 1 / (n : ℝ) ^ 6) :=
      Real.summable_one_div_nat_pow.mpr (by norm_num)
    have hz : riemannZeta 6 = ((∑' n : ℕ, 1 / (n : ℝ) ^ 6 : ℝ) : ℂ) := by
      have h := zeta_nat_eq_tsum_of_gt_one (k := 6) (by norm_num)
      rw [Complex.ofReal_tsum]
      push_cast at h ⊢
      exact h
    rw [hz, Complex.ofReal_re]
    exact hsum.hasSum
  have hs1 : HasSum (fun n : ℕ => 1 / ((n : ℝ) + 1) ^ 6) (riemannZeta 6).re := by
    have h := (hasSum_nat_add_iff' 1).mpr hs
    simpa using h
  -- images on the two sides of the home cell contribute equally
  have h1 : HasSum (fun n : ℕ => 1 / (((n : ℤ) : ℝ)) ^ 6) (riemannZeta 6).re := by
    simpa using hs
  have e : (fun n : ℕ => 1 / ((-((n : ℤ) + 1) : ℤ) : ℝ) ^ 6)
      = fun n : ℕ => 1 / ((n : ℝ) + 1) ^ 6 := by
    funext n
    push_cast
    congr 1
    ring
  have h2 : HasSum (fun n : ℕ => 1 / ((-((n : ℤ) + 1) : ℤ) : ℝ) ^ 6)
      (riemannZeta 6).re := by
    rw [e]
    exact hs1
  have h : HasSum (fun m : ℤ => 1 / (m : ℝ) ^ 6)
      ((riemannZeta 6).re + (riemannZeta 6).re) := HasSum.of_nat_of_neg_add_one h1 h2
  rw [two_mul]
  refine (hasSum_subtype_iff_of_support_subset (s := {m : ℤ | m ≠ 0})
    (f := fun m : ℤ => 1 / (m : ℝ) ^ 6) ?_).mpr h
  intro m hm
  show m ≠ 0
  rintro rfl
  exact hm (by simp)
```

## A bound uniform in the displacement

Write $d=x_i-x_j$. The triangle inequality gives $|t|\le|d+tu|+|d|$, hence

$$t^2\le2|d+tu|^2+2|d|^2 .$$

Because $|d+tu|^2\le g/w$ and $1\le g/k$,

$$t^2\le A\,g,\qquad A=\frac2w+\frac{2|d|^2}{k}.$$

In the proof, `h1` and `h2` are the two inequalities in $t$, and `p` collects the nonnegative cross terms left over when $A\,g$ is multiplied out.

```lean
/-- For `w, k > 0` and a unit vector `u`, the function `g` at separation `d + t u` is at least
a fixed positive multiple of `t²`. -/
theorem sq_le_vv10G {w k : ℝ} (hw : 0 < w) (hk : 0 < k) {u : Space} (hu : ‖u‖ = 1)
    (d : Space) (t : ℝ) :
    t ^ 2 ≤ (2 / w + 2 * ‖d‖ ^ 2 / k) * vv10G w k ‖d + t • u‖ := by
  have h1 : |t| ≤ ‖d + t • u‖ + ‖d‖ := by
    have h := norm_sub_le (d + t • u) d
    rwa [add_sub_cancel_left, norm_smul, hu, mul_one, Real.norm_eq_abs] at h
  have h2 : t ^ 2 ≤ 2 * ‖d + t • u‖ ^ 2 + 2 * ‖d‖ ^ 2 := by
    have h3 : t ^ 2 ≤ (‖d + t • u‖ + ‖d‖) ^ 2 := by
      rw [← sq_abs t]
      gcongr
    nlinarith [sq_nonneg (‖d + t • u‖ - ‖d‖)]
  have a1 : 2 / w * w = 2 := div_mul_cancel₀ _ hw.ne'
  have a2 : 2 * ‖d‖ ^ 2 / k * k = 2 * ‖d‖ ^ 2 := div_mul_cancel₀ _ hk.ne'
  have p : 0 ≤ 2 / w * k + 2 * ‖d‖ ^ 2 / k * (w * ‖d + t • u‖ ^ 2) := by positivity
  unfold vv10G
  linear_combination h2 + p - ‖d + t • u‖ ^ 2 * a1 - a2
```

With $A'$ defined in the same way for the second cell, $t^2$ is at most $Ag$, at most $A'g'$ and at most $A(g+g')$. Multiplying the three bounds gives

$$t^6\le A^2A'\,gg'(g+g'),\qquad |t^6\Phi|\le\tfrac32A^2A'.$$

The product is the step `key`; dividing by the positive denominator finishes the argument.

```lean
/-- For positive parameters and a unit vector `u`, the kernel at separation `d + t u`,
multiplied by `t⁶`, is bounded uniformly in `t`. -/
theorem kernel_bound {w k w' k' : ℝ} (hw : 0 < w) (hk : 0 < k) (hw' : 0 < w') (hk' : 0 < k')
    {u : Space} (hu : ‖u‖ = 1) (d : Space) (t : ℝ) :
    |t ^ 6 * vv10Kernel w k w' k' ‖d + t • u‖| ≤
      3 / 2 * (2 / w + 2 * ‖d‖ ^ 2 / k) ^ 2 * (2 / w' + 2 * ‖d‖ ^ 2 / k') := by
  have h1 := sq_le_vv10G hw hk hu d t
  have h2 := sq_le_vv10G hw' hk' hu d t
  have hg : 0 < vv10G w k ‖d + t • u‖ := by unfold vv10G; positivity
  have hg' : 0 < vv10G w' k' ‖d + t • u‖ := by unfold vv10G; positivity
  have hA : 0 < 2 / w + 2 * ‖d‖ ^ 2 / k := by positivity
  have hA' : 0 < 2 / w' + 2 * ‖d‖ ^ 2 / k' := by positivity
  unfold vv10Kernel
  generalize vv10G w k ‖d + t • u‖ = g at h1 hg ⊢
  generalize vv10G w' k' ‖d + t • u‖ = g' at h2 hg' ⊢
  generalize 2 / w + 2 * ‖d‖ ^ 2 / k = A at h1 hA ⊢
  generalize 2 / w' + 2 * ‖d‖ ^ 2 / k' = A' at h2 hA' ⊢
  have h3 : t ^ 2 ≤ A * (g + g') := by nlinarith [mul_pos hA hg']
  have key : t ^ 2 * t ^ 2 * t ^ 2 ≤ (A * g) * (A' * g') * (A * (g + g')) :=
    mul_le_mul (mul_le_mul h1 h2 (by positivity) (by positivity)) h3
      (by positivity) (by positivity)
  have e : t ^ 6 * (-3 / (2 * g * g' * (g + g'))) = -(3 * t ^ 6 / (2 * g * g' * (g + g'))) := by
    ring
  rw [e, abs_neg, abs_of_nonneg (by positivity), div_le_iff₀ (by positivity)]
  linear_combination 3 * key
```

## One image at large period

Put $t=cL$ with $c\neq0$ and $s=1/L$. Then

$$\frac g{L^2}=w\,|sd+cu|^2+ks^2\longrightarrow wc^2,$$

since the middle expression is continuous at $s=0$ and $|u|=1$. Dividing each of the three factors in the denominator of $\Phi$ by $L^2$ absorbs the prefactor $L^6$, so

$$L^6\Phi\longrightarrow-\frac{3}{2ww'(w+w')}\,\frac1{c^6}.$$

The step `hG` is the first limit; the rules for products, sums and quotients of limits give the second. The damping parameters and the offset $d$ have disappeared from the result.

```lean
/-- For `w, w' > 0`, a unit vector `u` and `c ≠ 0`, the kernel at separation `d + c L u` decays
as `-3 / (2 w w' (w + w') c⁶ L⁶)` when `L` tends to infinity. -/
theorem kernel_tendsto {w w' : ℝ} (hw : 0 < w) (hw' : 0 < w') (k k' : ℝ)
    {u : Space} (hu : ‖u‖ = 1) (d : Space) {c : ℝ} (hc : c ≠ 0) :
    Tendsto (fun L : ℝ => L ^ 6 * vv10Kernel w k w' k' ‖d + (c * L) • u‖) atTop
      (𝓝 (-3 / (2 * w * w' * (w + w')) * (1 / c ^ 6))) := by
  -- on the scale of the box, `g / L²` tends to `w c²`
  have hG : ∀ a b : ℝ, Tendsto (fun L : ℝ => vv10G a b ‖d + (c * L) • u‖ / L ^ 2) atTop
      (𝓝 (a * c ^ 2)) := by
    intro a b
    have hcont : Continuous (fun s : ℝ => a * ‖s • d + c • u‖ ^ 2 + b * s ^ 2) := by fun_prop
    have h := (hcont.tendsto 0).comp tendsto_inv_atTop_zero
    have hv : a * ‖(0 : ℝ) • d + c • u‖ ^ 2 + b * (0 : ℝ) ^ 2 = a * c ^ 2 := by
      simp [norm_smul, hu]
    rw [hv] at h
    refine h.congr' ?_
    filter_upwards [eventually_gt_atTop (0 : ℝ)] with L hL
    have hd : d + (c * L) • u = L • (L⁻¹ • d + c • u) := by
      rw [smul_add, smul_smul, smul_smul, mul_inv_cancel₀ hL.ne', one_smul, mul_comm c L]
    have hn : ‖d + (c * L) • u‖ = L * ‖L⁻¹ • d + c • u‖ := by
      rw [hd, norm_smul, Real.norm_eq_abs, abs_of_pos hL]
    simp only [Function.comp_apply, vv10G]
    rw [hn]
    generalize ‖L⁻¹ • d + c • u‖ = r
    field_simp
  have hD := (((hG w k).mul (hG w' k')).mul ((hG w k).add (hG w' k'))).const_mul 2
  have hne : 2 * (w * c ^ 2 * (w' * c ^ 2) * (w * c ^ 2 + w' * c ^ 2)) ≠ 0 := by positivity
  have h := (tendsto_const_nhds (x := (-3 : ℝ))).div hD hne
  have hv : 2 * (w * c ^ 2 * (w' * c ^ 2) * (w * c ^ 2 + w' * c ^ 2))
      = 2 * w * w' * (w + w') * c ^ 6 := by ring
  rw [div_mul_div_comm, mul_one, ← hv]
  refine h.congr fun L => ?_
  simp only [vv10Kernel, Pi.div_apply]
  generalize vv10G w k ‖d + (c * L) • u‖ = g
  generalize vv10G w' k' ‖d + (c * L) • u‖ = g'
  have e : 2 * (g / L ^ 2 * (g' / L ^ 2) * (g / L ^ 2 + g' / L ^ 2))
      = (2 * g * g' * (g + g')) / L ^ 6 := by ring
  rw [e, div_div_eq_mul_div]
  ring
```

## Convergence of the image sum

Summing the kernel bound over all pairs, with weights $|N_iN_j|$, gives a constant $C$ such that $|t^6W(t)|\le C$ for every $t$. Setting $t=mL$ and dividing by $m^6$,

$$|L^6W(mL)|\le\frac C{m^6},$$

with the same $C$ for all periods and all images.

```lean
/-- For positive `w i`, `k i` and a unit vector `u`, the interaction with the image at `m L u`,
multiplied by `L⁶`, is at most `C / m⁶` in size, with one constant `C` for all `L` and `m ≠ 0`. -/
theorem copyEnergy_bound (N : ι → ℝ) {w k : ι → ℝ} (hw : ∀ i, 0 < w i) (hk : ∀ i, 0 < k i)
    (x : ι → Space) {u : Space} (hu : ‖u‖ = 1) :
    ∃ C : ℝ, ∀ m : ℝ, m ≠ 0 → ∀ L : ℝ,
      |L ^ 6 * copyEnergy N w k x u (m * L)| ≤ C * (1 / m ^ 6) := by
  have hC : ∃ C : ℝ, ∀ t : ℝ, |t ^ 6 * copyEnergy N w k x u t| ≤ C := by
    refine ⟨∑ i, ∑ j, |N i * N j| * (3 / 2 * (2 / w i + 2 * ‖x i - x j‖ ^ 2 / k i) ^ 2 *
      (2 / w j + 2 * ‖x i - x j‖ ^ 2 / k j)), fun t => ?_⟩
    unfold copyEnergy
    rw [Finset.mul_sum]
    refine (Finset.abs_sum_le_sum_abs _ _).trans (Finset.sum_le_sum fun i _ => ?_)
    rw [Finset.mul_sum]
    refine (Finset.abs_sum_le_sum_abs _ _).trans (Finset.sum_le_sum fun j _ => ?_)
    rw [mul_left_comm, abs_mul]
    exact mul_le_mul_of_nonneg_left
      (kernel_bound (hw i) (hk i) (hw j) (hk j) hu (x i - x j) t) (abs_nonneg _)
  obtain ⟨C, hC⟩ := hC
  refine ⟨C, fun m hm L => ?_⟩
  have hm6 : 0 < m ^ 6 := by positivity
  have h := hC (m * L)
  have e : (m * L) ^ 6 * copyEnergy N w k x u (m * L)
      = L ^ 6 * copyEnergy N w k x u (m * L) * m ^ 6 := by ring
  rw [e, abs_mul, abs_of_pos hm6] at h
  rw [mul_one_div, le_div_iff₀ hm6]
  exact h
```

Comparison with $\sum_{m\ne0} C/m^6$ shows that the image sum converges at every $L>0$. This matters for reading the definition of `imageEnergy`, because Lean assigns the value zero to a series that does not converge.

```lean
/-- For positive `w i`, `k i` and a unit vector `u`, the sum over periodic images converges
at every period `L > 0`. -/
theorem summable_images (N : ι → ℝ) {w k : ι → ℝ} (hw : ∀ i, 0 < w i) (hk : ∀ i, 0 < k i)
    (x : ι → Space) {u : Space} (hu : ‖u‖ = 1) {L : ℝ} (hL : 0 < L) :
    Summable (fun m : {m : ℤ // m ≠ 0} => copyEnergy N w k x u (((m : ℤ) : ℝ) * L)) := by
  obtain ⟨C, hC⟩ := copyEnergy_bound N hw hk x hu
  have h : Summable (fun m : {m : ℤ // m ≠ 0} =>
      L ^ 6 * copyEnergy N w k x u (((m : ℤ) : ℝ) * L)) :=
    Summable.of_norm_bounded (g := fun m : {m : ℤ // m ≠ 0} => C * (1 / ((m : ℤ) : ℝ) ^ 6))
      (hasSum_images.summable.mul_left C)
      (fun m => hC _ (Int.cast_ne_zero.mpr m.2) L)
  exact (summable_mul_left_iff (pow_ne_zero 6 hL.ne')).mp h
```

## The limit of the image energy

For fixed $m\ne0$, summing the kernel limit over pairs gives $L^6W(mL)\to-C_6/m^6$, which is `hlim`. The bound $C/m^6$ is summable and independent of $L$, so dominated convergence allows the limit to be taken term by term:

$$L^6E_{\rm img}(L)\longrightarrow\tfrac12\,(-C_6)\,2\zeta(6)=-\zeta(6)C_6 .$$

The theorem assumes $w_i,k_i>0$ and $|u|=1$; the $N_i$ may be any real numbers. In Lean, `Tendsto … atTop (𝓝 …)` expresses the limit $L\to\infty$. The theorem gives the leading coefficient, but no estimate of the remainder at a given $L$.

```lean
/-- For positive `w i`, `k i` and a unit vector `u`, the VV10 image energy multiplied by `L⁶`
tends to `-ζ(6) ∑ 3 N_i N_j / (2 w_i w_j (w_i + w_j))` as the period `L` tends to infinity. -/
theorem imageEnergy_tendsto (N : ι → ℝ) {w k : ι → ℝ} (hw : ∀ i, 0 < w i)
    (hk : ∀ i, 0 < k i) (x : ι → Space) {u : Space} (hu : ‖u‖ = 1) :
    Tendsto (fun L : ℝ => L ^ 6 * imageEnergy N w k x u L) atTop
      (𝓝 (-(riemannZeta 6).re * dispersionC6 N w)) := by
  obtain ⟨C, hC⟩ := copyEnergy_bound N hw hk x hu
  -- the limit of a single image
  have hlim : ∀ c : ℝ, c ≠ 0 → Tendsto (fun L : ℝ => L ^ 6 * copyEnergy N w k x u (c * L))
      atTop (𝓝 (-dispersionC6 N w * (1 / c ^ 6))) := by
    intro c hc
    have h : Tendsto (fun L : ℝ => ∑ i, ∑ j, N i * N j *
        (L ^ 6 * vv10Kernel (w i) (k i) (w j) (k j) ‖x i - x j + (c * L) • u‖)) atTop
        (𝓝 (∑ i, ∑ j, N i * N j * (-3 / (2 * w i * w j * (w i + w j)) * (1 / c ^ 6)))) :=
      tendsto_finsetSum _ fun i _ => tendsto_finsetSum _ fun j _ =>
        (kernel_tendsto (hw i) (hw j) (k i) (k j) hu (x i - x j) hc).const_mul _
    have hv : -dispersionC6 N w * (1 / c ^ 6)
        = ∑ i, ∑ j, N i * N j * (-3 / (2 * w i * w j * (w i + w j)) * (1 / c ^ 6)) := by
      rw [show -dispersionC6 N w * (1 / c ^ 6) = -(1 / c ^ 6) * dispersionC6 N w by ring]
      simp only [dispersionC6, Finset.mul_sum]
      exact Finset.sum_congr rfl fun i _ => Finset.sum_congr rfl fun j _ => by ring
    rw [hv]
    refine h.congr fun L => ?_
    simp only [copyEnergy, Finset.mul_sum]
    exact Finset.sum_congr rfl fun i _ => Finset.sum_congr rfl fun j _ => by ring
  -- dominated convergence exchanges the limit with the sum over images
  have key := tendsto_tsum_of_dominated_convergence (𝓕 := atTop)
    (f := fun (L : ℝ) (m : {m : ℤ // m ≠ 0}) =>
      L ^ 6 * copyEnergy N w k x u (((m : ℤ) : ℝ) * L))
    (g := fun m : {m : ℤ // m ≠ 0} => -dispersionC6 N w * (1 / ((m : ℤ) : ℝ) ^ 6))
    (bound := fun m : {m : ℤ // m ≠ 0} => C * (1 / ((m : ℤ) : ℝ) ^ 6))
    (hasSum_images.summable.mul_left C)
    (fun m => hlim _ (Int.cast_ne_zero.mpr m.2))
    (Eventually.of_forall fun L m => hC _ (Int.cast_ne_zero.mpr m.2) L)
  rw [(hasSum_images.mul_left (-dispersionC6 N w)).tsum_eq] at key
  have h := key.const_mul (1 / 2)
  rw [show 1 / 2 * (-dispersionC6 N w * (2 * (riemannZeta 6).re))
    = -(riemannZeta 6).re * dispersionC6 N w by ring] at h
  refine h.congr fun L => ?_
  unfold imageEnergy
  rw [tsum_mul_left]
  ring
```

## The sign at every period

Now let all $N_i$ be positive and let there be at least one cell. Every $g$ is positive, so every kernel value is negative and $W(t)<0$ for all $t$. A convergent sum of negative terms is negative:

$$E_{\rm img}(L)<0\qquad\text{for every }L>0 .$$

The periodic calculation therefore places the VV10 energy of this fixed-density model below that of the isolated molecule. The proof establishes positivity of $-W(t)$ in `hpos`, then applies it to the convergent series, using the image $m=1$ for strictness.

```lean
/-- For at least one cell, positive `N i`, `w i`, `k i` and a unit vector `u`, the image energy is
strictly negative at every period `L > 0`. -/
theorem imageEnergy_neg [Nonempty ι] {N w k : ι → ℝ} (hN : ∀ i, 0 < N i)
    (hw : ∀ i, 0 < w i) (hk : ∀ i, 0 < k i) (x : ι → Space) {u : Space} (hu : ‖u‖ = 1)
    {L : ℝ} (hL : 0 < L) : imageEnergy N w k x u L < 0 := by
  have hpos : ∀ t : ℝ, 0 < -copyEnergy N w k x u t := by
    intro t
    simp only [copyEnergy, ← Finset.sum_neg_distrib]
    refine Finset.sum_pos (fun i _ => Finset.sum_pos (fun j _ => ?_)
      Finset.univ_nonempty) Finset.univ_nonempty
    have hi : 0 < vv10G (w i) (k i) ‖x i - x j + t • u‖ :=
      add_pos_of_nonneg_of_pos (mul_nonneg (hw i).le (sq_nonneg _)) (hk i)
    have hj : 0 < vv10G (w j) (k j) ‖x i - x j + t • u‖ :=
      add_pos_of_nonneg_of_pos (mul_nonneg (hw j).le (sq_nonneg _)) (hk j)
    have hker : vv10Kernel (w i) (k i) (w j) (k j) ‖x i - x j + t • u‖ < 0 :=
      div_neg_of_neg_of_pos (by norm_num) (by positivity)
    exact neg_pos.mpr (mul_neg_of_pos_of_neg (mul_pos (hN i) (hN j)) hker)
  have h := (summable_images N hw hk x hu hL).neg.tsum_pos
    (fun m => (hpos _).le) ⟨1, one_ne_zero⟩ (hpos _)
  rw [tsum_neg] at h
  unfold imageEnergy
  linarith

end

end VV10PeriodicImages
```

```lean
#print axioms VV10PeriodicImages.imageEnergy_tendsto
#print axioms VV10PeriodicImages.imageEnergy_neg
```

```
'VV10PeriodicImages.imageEnergy_tendsto' depends on axioms: [propext, Classical.choice, Quot.sound]
'VV10PeriodicImages.imageEnergy_neg' depends on axioms: [propext, Classical.choice, Quot.sound]
```
